# The exponential of a complex matrix in real block form

## Complex matrices as real blocks

Let \(n\) be a finite set of basis labels. For real matrices \(X\) and \(Y\) with rows and columns labelled by \(n\), the matrix \(X+iY\) is complex, and every complex matrix \(M\) has this shape, with \(X=\operatorname{Re}M\) and \(Y=\operatorname{Im}M\) taken entry by entry. Its **real form** is the real matrix of doubled dimension

\[
\varphi(M)=\begin{pmatrix}\operatorname{Re}M & -\operatorname{Im}M\\ \operatorname{Im}M & \operatorname{Re}M\end{pmatrix}.
\]

A state \(\psi=u+iv\), with \(u\) and \(v\) real, is stored as the stacked real vector \(s(\psi)=\binom{u}{v}\), real parts first. This ordering fixes the position of the minus sign in \(\varphi\). The basis is orthonormal, units are chosen so that \(\hbar=1\), and the Hamiltonian matrix \(H\) does not depend on time, so the propagator is \(e^{-itH}\).

The claim is that, for all real \(X\) and \(Y\),

\[
\exp\begin{pmatrix}X&-Y\\Y&X\end{pmatrix}=\begin{pmatrix}R&-S\\S&R\end{pmatrix},\qquad R=\operatorname{Re}e^{X+iY},\quad S=\operatorname{Im}e^{X+iY}.
\]

The matrices \(X\) and \(Y\) need not commute. For a quantum system with a finite basis and a time-independent Hamiltonian, this means that a routine for real matrix exponentials can propagate a complex state, at the price of doubling the dimension.

## Derivation from the power series

Write \(M=M_1+iM_2\) and \(N=N_1+iN_2\) with real \(M_1,M_2,N_1,N_2\). Then

\[
MN=(M_1N_1-M_2N_2)+i(M_1N_2+M_2N_1),
\]

while block multiplication gives

\[
\varphi(M)\varphi(N)=\begin{pmatrix}M_1N_1-M_2N_2 & -(M_1N_2+M_2N_1)\\ M_2N_1+M_1N_2 & M_1N_1-M_2N_2\end{pmatrix}.
\]

The two agree, so \(\varphi(MN)=\varphi(M)\varphi(N)\). The definition also shows that \(\varphi\) preserves sums and real multiples and sends the identity to the identity. Hence, for every cutoff \(K\),

\[
\varphi\Bigl(\sum_{k=0}^{K}\frac{M^k}{k!}\Bigr)=\sum_{k=0}^{K}\frac{\varphi(M)^k}{k!}.
\]

Now let \(K\to\infty\). The entries of \(\varphi(M)\) are, up to sign, real and imaginary parts of entries of \(M\), so \(\varphi\) is continuous and the left side tends to \(\varphi(e^M)\). The right side tends to \(e^{\varphi(M)}\). Therefore \(\varphi(e^M)=e^{\varphi(M)}\), and setting \(M=X+iY\) gives the claim.

## The real propagator

For \(\psi=u+iv\),

\[
M\psi=(M_1u-M_2v)+i(M_2u+M_1v),
\]

and the two brackets are the upper and lower halves of \(\varphi(M)s(\psi)\). Thus \(s(M\psi)=\varphi(M)s(\psi)\).

Let \(H=A+iB\) with \(A\) and \(B\) real. Then \(-itH=tB-itA\), whose real form is \(tG\), where

\[
G=\begin{pmatrix}B&A\\-A&B\end{pmatrix}.
\]

Combining the two results gives \(s(e^{-itH}\psi)=e^{tG}s(\psi)\).

The matrix \(H\) is Hermitian exactly when \(A^{T}=A\) and \(B^{T}=-B\). In that case

\[
G^{T}=\begin{pmatrix}B^{T}&-A^{T}\\A^{T}&B^{T}\end{pmatrix}=\begin{pmatrix}-B&-A\\A&-B\end{pmatrix}=-G .
\]

Since \(-tG\) and \(tG\) commute, \((e^{tG})^{T}e^{tG}=e^{-tG}e^{tG}=e^{0}=1\). The real propagator is orthogonal, and it preserves \(|u|^2+|v|^2\), which is the squared norm of \(\psi\).

## Which real matrices come from complex ones

Multiplication by \(i\) has the real form

\[
J=\begin{pmatrix}0&-1\\1&0\end{pmatrix}.
\]

Take a real matrix \(P\) with blocks \(a,b\) in the upper row and \(c,d\) in the lower row. Then

\[
PJ=\begin{pmatrix}b&-a\\d&-c\end{pmatrix},\qquad JP=\begin{pmatrix}-c&-d\\a&b\end{pmatrix}.
\]

These are equal exactly when \(b=-c\) and \(d=a\), which says that \(P=\varphi(a+ic)\). A real matrix of doubled dimension is therefore a real form exactly when it commutes with \(J\).

## Matrices and states in Lean

```lean
import Mathlib

open Matrix

namespace RealArithmeticExponential

noncomputable section

variable {n : Type*} [Fintype n] [DecidableEq n]
```

The type `n` is the set of basis labels, assumed finite. It may have any number of elements. The doubled set of labels is the disjoint union `n ⊕ n`, whose left copy labels real parts and whose right copy labels imaginary parts.

```lean
/-- The complex matrix `X + iY` with real part `X` and imaginary part `Y`. -/
def complexMatrix (X Y : Matrix n n ℝ) : Matrix n n ℂ :=
  X.map (fun x => (x : ℂ)) + Complex.I • Y.map (fun y => (y : ℂ))
```

`complexMatrix X Y` is \(X+iY\): the real entries are first regarded as complex numbers, and the second matrix is then multiplied by \(i\).

```lean
/-- The real block matrix `[[Re M, -Im M], [Im M, Re M]]` of a complex matrix `M`. -/
def realForm (M : Matrix n n ℂ) : Matrix (n ⊕ n) (n ⊕ n) ℝ :=
  fromBlocks (M.map Complex.re) (-(M.map Complex.im)) (M.map Complex.im) (M.map Complex.re)
```

`realForm` is \(\varphi\). The arguments of `fromBlocks` are the upper left, upper right, lower left and lower right blocks, in that order.

```lean
/-- The real vector that lists the real parts of a state, then its imaginary parts. -/
def stack (ψ : n → ℂ) : n ⊕ n → ℝ :=
  Sum.elim (fun i => (ψ i).re) (fun i => (ψ i).im)
```

`stack` is \(s\). It accepts any complex vector, normalised or not.

```lean
omit [Fintype n] [DecidableEq n] in
/-- The real form of `X + iY` is `[[X, -Y], [Y, X]]`. -/
theorem realForm_complexMatrix (X Y : Matrix n n ℝ) :
    realForm (complexMatrix X Y) = fromBlocks X (-Y) Y X := by
  ext (i | i) (j | j) <;> simp [realForm, complexMatrix]
```

This lemma identifies the block matrix of the claim as the real form of \(X+iY\). The proof compares entries in each of the four blocks.

## The real form respects products and sums

```lean
omit [DecidableEq n] in
/-- The real form of a product of complex matrices is the product of their real forms. -/
theorem realForm_mul (M N : Matrix n n ℂ) :
    realForm (M * N) = realForm M * realForm N := by
  have hre : (M * N).map Complex.re
      = M.map Complex.re * N.map Complex.re - M.map Complex.im * N.map Complex.im := by
    ext i j
    simp [Matrix.mul_apply, Complex.re_sum, Finset.sum_sub_distrib]
  have him : (M * N).map Complex.im
      = M.map Complex.re * N.map Complex.im + M.map Complex.im * N.map Complex.re := by
    ext i j
    simp [Matrix.mul_apply, Complex.im_sum, Finset.sum_add_distrib]
  unfold realForm
  rw [fromBlocks_multiply, hre, him, fromBlocks_inj]
  simp only [Matrix.neg_mul, Matrix.mul_neg]
  refine ⟨?_, ?_, ?_, ?_⟩ <;> abel
```

The statements `hre` and `him` are the real and imaginary parts of \(MN\) computed above, checked entry by entry from the sum that defines a matrix product. After `fromBlocks_multiply` has carried out the block product, `fromBlocks_inj` reduces the equation to one for each block, and `abel` reorders the terms.

```lean
/-- The passage from complex matrices to their real forms, as a ring homomorphism. -/
def realFormHom : Matrix n n ℂ →+* Matrix (n ⊕ n) (n ⊕ n) ℝ where
  toFun := realForm
  map_one' := by
    ext (i | i) (j | j) <;> by_cases h : i = j <;> simp [realForm, Matrix.one_apply, h]
  map_mul' := realForm_mul
  map_zero' := by
    ext (i | i) (j | j) <;> simp [realForm]
  map_add' M N := by
    ext (i | i) (j | j) <;> simp [realForm, add_comm]
```

`realFormHom` collects the algebraic properties of \(\varphi\) in one object: it preserves one, products, zero and sums. The arrow `→+*` denotes a ring homomorphism. Real multiples are not listed, and the exponential will not need them as a separate assumption.

## Passing through the exponential series

```lean
/-- The real form of the exponential of a complex matrix is the exponential of its real form. -/
theorem realForm_exp (M : Matrix n n ℂ) :
    realForm (NormedSpace.exp M) = NormedSpace.exp (realForm M) := by
  have hc : Continuous (realForm : Matrix n n ℂ → Matrix (n ⊕ n) (n ⊕ n) ℝ) :=
    Continuous.matrix_fromBlocks (continuous_id.matrix_map Complex.continuous_re)
      (continuous_id.matrix_map Complex.continuous_im).neg
      (continuous_id.matrix_map Complex.continuous_im)
      (continuous_id.matrix_map Complex.continuous_re)
  have hcomplete : CompleteSpace (n → n → ℂ) := inferInstance
  -- any matrix norm will do to make the exponential series converge
  let : NormedRing (Matrix n n ℂ) := Matrix.linftyOpNormedRing
  let : NormedAlgebra ℚ (Matrix n n ℂ) := Matrix.linftyOpNormedAlgebra
  let : NormedRing (Matrix (n ⊕ n) (n ⊕ n) ℝ) := Matrix.linftyOpNormedRing
  let : NormedAlgebra ℚ (Matrix (n ⊕ n) (n ⊕ n) ℝ) := Matrix.linftyOpNormedAlgebra
  have : @CompleteSpace (Matrix n n ℂ) PseudoMetricSpace.toUniformSpace := hcomplete
  exact NormedSpace.map_exp (realFormHom (n := n)) hc M
```

This is \(\varphi(e^M)=e^{\varphi(M)}\). The statement `hc` establishes continuity block by block, from the continuity of the real and imaginary parts of a complex number. The last line does the rest with `NormedSpace.map_exp`, the Mathlib theorem on which the proof of the claim rests: a continuous ring homomorphism \(f\) satisfies \(f(e^x)=e^{f(x)}\). It replaces the argument with partial sums and the limit \(K\to\infty\).

Two features of that theorem suit the present problem. The first concerns scalars. The map \(\varphi\) goes from complex matrices to real ones, so it cannot be asked to respect complex multiples in the ordinary sense. The exponential series, however, uses only the rational coefficients \(1/k!\), and a map that preserves sums respects these automatically: adding \(k!\) copies of \(f(x/k!)\) gives \(f(x)\). This is why a continuous ring homomorphism is enough, with no separate assumption about scalars, and why the algebra structures in the proof are over `ℚ`.

The second concerns convergence. `NormedSpace.map_exp` needs a norm for which the series converges, whereas Mathlib does not attach one preferred norm to every matrix space. The `let` lines therefore choose one for the duration of the proof, the largest row sum of absolute values, on both the complex and the real side. The norm does not appear in the theorem, because the exponential there depends only on entrywise convergence, and the chosen norm gives the same notion of convergence. Completeness is supplied for the complex matrices alone: once their series converges, continuity carries the limit to the real side.

```lean
/-- The exponential of the real block matrix `[[X, -Y], [Y, X]]` is `[[R, -S], [S, R]]`, where
`R` and `S` are the entrywise real and imaginary parts of `exp (X + iY)`. -/
theorem exp_real_block (X Y : Matrix n n ℝ) :
    NormedSpace.exp (fromBlocks X (-Y) Y X) =
      fromBlocks ((NormedSpace.exp (complexMatrix X Y)).map Complex.re)
        (-((NormedSpace.exp (complexMatrix X Y)).map Complex.im))
        ((NormedSpace.exp (complexMatrix X Y)).map Complex.im)
        ((NormedSpace.exp (complexMatrix X Y)).map Complex.re) := by
  rw [← realForm_complexMatrix, ← realForm_exp]
  rfl
```

This is the claim itself. The two `map` expressions are \(R\) and \(S\), and there are no hypotheses on `X` or `Y`. The proof recognises the block matrix as a real form, moves the exponential inside by `realForm_exp`, and unfolds the definition of `realForm`.

## Evolution of a stacked state

```lean
omit [DecidableEq n] in
/-- The real form of `M` acts on the stacked real and imaginary parts of a state as `M` acts
on the state. -/
theorem realForm_mulVec (M : Matrix n n ℂ) (ψ : n → ℂ) :
    realForm M *ᵥ stack ψ = stack (M *ᵥ ψ) := by
  ext (i | i) <;>
    simp [realForm, stack, Matrix.mulVec, dotProduct, Fintype.sum_sum_type, Complex.re_sum,
      Complex.im_sum, sub_eq_add_neg, Finset.sum_add_distrib, Finset.sum_neg_distrib, add_comm]
```

Here `*ᵥ` is a matrix acting on a vector, so the lemma reads \(\varphi(M)s(\psi)=s(M\psi)\). The two cases of `ext` are the upper and lower halves of the stacked vector. In each, the sum over `n ⊕ n` splits into a sum over \(u\) and a sum over \(v\).

```lean
/-- For `H = A + iB`, the real and imaginary parts of `exp (-itH) ψ` are obtained from those of
`ψ` by the real propagator `exp (t [[B, A], [-A, B]])`. -/
theorem schrodinger_evolution_real (A B : Matrix n n ℝ) (t : ℝ) (ψ : n → ℂ) :
    stack (NormedSpace.exp ((-(Complex.I * (t : ℂ))) • complexMatrix A B) *ᵥ ψ) =
      NormedSpace.exp (t • fromBlocks B A (-A) B) *ᵥ stack ψ := by
  -- the real form of the generator `-itH`
  have h : realForm ((-(Complex.I * (t : ℂ))) • complexMatrix A B)
      = t • fromBlocks B A (-A) B := by
    ext (i | i) (j | j) <;> simp [realForm, complexMatrix]
  rw [← realForm_mulVec, realForm_exp, h]
```

The left side stacks \(e^{-itH}\psi\), and the right side applies \(e^{tG}\) to the stacked initial state. The statement `h` is the computation of the generator, \(\varphi(-itH)=tG\). The final rewriting uses the action on vectors, then the exponential, then the generator. Hermiticity is not assumed, so the identity also covers an effective Hamiltonian with loss or gain, provided that it is a constant finite matrix. A time-dependent Hamiltonian requires in general a time-ordered propagator, which the theorem does not treat. The equality is one of exact arithmetic and carries no estimate of rounding error or cost.

## Orthogonality for a Hermitian Hamiltonian

```lean
/-- If `A` is symmetric and `B` antisymmetric, the real propagator
`exp (t [[B, A], [-A, B]])` is an orthogonal matrix. -/
theorem real_propagator_orthogonal (A B : Matrix n n ℝ) (hA : Aᵀ = A) (hB : Bᵀ = -B) (t : ℝ) :
    (NormedSpace.exp (t • fromBlocks B A (-A) B))ᵀ *
      NormedSpace.exp (t • fromBlocks B A (-A) B) = 1 := by
  -- the generator is antisymmetric
  have hK : (t • fromBlocks B A (-A) B)ᵀ = -(t • fromBlocks B A (-A) B) := by
    rw [Matrix.transpose_smul, fromBlocks_transpose, Matrix.transpose_neg, hA, hB, ← smul_neg,
      fromBlocks_neg, neg_neg]
  have hcomm : Commute (-(t • fromBlocks B A (-A) B)) (t • fromBlocks B A (-A) B) :=
    (Commute.refl (t • fromBlocks B A (-A) B)).neg_left
  rw [← Matrix.exp_transpose, hK, ← Matrix.exp_add_of_commute _ _ hcomm, neg_add_cancel,
    NormedSpace.exp_zero]
```

The hypotheses `hA` and `hB` together say that \(H=A+iB\) is Hermitian, which guarantees real energies and conserved total probability. The conclusion is \((e^{tG})^{T}e^{tG}=1\) for every real \(t\), positive or negative.

The proof follows the derivation closely. `hK` shows that the generator \(tG\) is antisymmetric, and `hcomm` records that it commutes with its negative. `Matrix.exp_transpose` then moves the transpose inside the exponential, and `Matrix.exp_add_of_commute` merges the two factors into the exponential of zero.

## Commutation with \(J\)

```lean
/-- A real matrix of doubled dimension is the real form of a complex matrix exactly when it
commutes with `J = [[0, -1], [1, 0]]`. -/
theorem commutes_with_J_iff (P : Matrix (n ⊕ n) (n ⊕ n) ℝ) :
    P * fromBlocks 0 (-1) 1 0 = fromBlocks 0 (-1) 1 0 * P ↔
      ∃ M : Matrix n n ℂ, realForm M = P := by
  constructor
  · intro h
    rw [← fromBlocks_toBlocks P, fromBlocks_multiply, fromBlocks_multiply, fromBlocks_inj] at h
    obtain ⟨h1, -, h3, -⟩ := h
    -- comparing blocks fixes the right column of `P` by its left column
    simp only [Matrix.mul_zero, Matrix.zero_mul, Matrix.mul_one, Matrix.one_mul,
      Matrix.neg_mul, zero_add, add_zero] at h1 h3
    refine ⟨complexMatrix P.toBlocks₁₁ P.toBlocks₂₁, ?_⟩
    rw [realForm_complexMatrix, ← h1]
    conv_rhs => rw [← fromBlocks_toBlocks P, h3]
  · rintro ⟨M, rfl⟩
    simp [realForm, fromBlocks_multiply]

end

end RealArithmeticExponential
```

The matrix `fromBlocks 0 (-1) 1 0` is \(J\), with each entry standing for a block. In the forward direction, comparing \(PJ\) with \(JP\) gives four block equations, of which two suffice: `h1` is \(b=-c\) and `h3` is \(d=a\). The required complex matrix is then built from the left column of \(P\), as \(a+ic\). In the reverse direction, \(P\) is already a real form, and multiplying out the blocks shows that it commutes with \(J\).

```lean
#print axioms RealArithmeticExponential.realForm_exp
#print axioms RealArithmeticExponential.exp_real_block
#print axioms RealArithmeticExponential.real_propagator_orthogonal
#print axioms RealArithmeticExponential.commutes_with_J_iff
```

```
'RealArithmeticExponential.realForm_exp' depends on axioms: [propext, Classical.choice, Quot.sound]
'RealArithmeticExponential.exp_real_block' depends on axioms: [propext, Classical.choice, Quot.sound]
'RealArithmeticExponential.real_propagator_orthogonal' depends on axioms: [propext, Classical.choice, Quot.sound]
'RealArithmeticExponential.commutes_with_J_iff' depends on axioms: [propext, Classical.choice, Quot.sound]
```
